# Fermionic Bogoliubov matrices on finitely many modes form a group and have determinant +1 or −1

The unitary matrices W on the particle-hole space of finitely many fermionic modes that satisfy S conj(W) S = W, where S swaps the particle and hole blocks, form a subgroup of the unitary group, and each has determinant +1 or −1. Exchanging creation and annihilation operators on a chosen set of modes gives a member whose determinant is −1 to the number of modes exchanged, so both signs occur as soon as there is one mode.

```lean
import Mathlib

open Matrix

namespace BogoliubovGroup

noncomputable section

variable (n : Type*) [Fintype n] [DecidableEq n]

/-- The matrix `S` that swaps the particle and hole blocks of Nambu space. -/
def blockSwap : Matrix (n ⊕ n) (n ⊕ n) ℂ := fromBlocks 0 1 1 0

/-- The Majorana matrix, which sends `(c, c†)` to `(c + c†, -i (c - c†))`. -/
def majorana : Matrix (n ⊕ n) (n ⊕ n) ℂ :=
  fromBlocks 1 1 ((-Complex.I) • 1) (Complex.I • 1)

variable {n}

/-- The particle-hole constraint `S conj(W) S = W`. -/
def ParticleHole (W : Matrix (n ⊕ n) (n ⊕ n) ℂ) : Prop :=
  blockSwap n * W.map (starRingEnd ℂ) * blockSwap n = W

/-- Swapping particles and holes twice changes nothing. -/
theorem blockSwap_sq : blockSwap n * blockSwap n = 1 := by
  simp [blockSwap, fromBlocks_multiply]

/-- The product of two matrices that obey the particle-hole constraint obeys it too. -/
theorem ParticleHole.mul {A B : Matrix (n ⊕ n) (n ⊕ n) ℂ}
    (hA : ParticleHole A) (hB : ParticleHole B) : ParticleHole (A * B) := by
  unfold ParticleHole at *
  rw [Matrix.map_mul]
  -- insert `S * S = 1` between the two factors
  calc blockSwap n * (A.map (starRingEnd ℂ) * B.map (starRingEnd ℂ)) * blockSwap n
      = blockSwap n * A.map (starRingEnd ℂ) * (blockSwap n * blockSwap n)
          * B.map (starRingEnd ℂ) * blockSwap n := by
        rw [blockSwap_sq, mul_one]
        simp only [mul_assoc]
    _ = (blockSwap n * A.map (starRingEnd ℂ) * blockSwap n)
          * (blockSwap n * B.map (starRingEnd ℂ) * blockSwap n) := by
        simp only [mul_assoc]
    _ = A * B := by rw [hA, hB]

/-- The adjoint of a matrix that obeys the particle-hole constraint obeys it too. -/
theorem ParticleHole.adjoint {W : Matrix (n ⊕ n) (n ⊕ n) ℂ}
    (hW : ParticleHole W) : ParticleHole Wᴴ := by
  unfold ParticleHole at *
  have hS : (blockSwap n)ᴴ = blockSwap n := by
    simp [blockSwap, fromBlocks_conjTranspose]
  have hc : (W.map (starRingEnd ℂ))ᴴ = Wᴴ.map (starRingEnd ℂ) := by
    ext i j
    rfl
  have h := congrArg conjTranspose hW
  rw [conjTranspose_mul, conjTranspose_mul, hS, hc, ← mul_assoc] at h
  exact h

variable (n) in
/-- The group of fermionic Bogoliubov transformations: the unitary matrices on Nambu space
that obey the particle-hole constraint. -/
def bogoliubovGroup : Subgroup (unitaryGroup (n ⊕ n) ℂ) where
  carrier := {W | ParticleHole (W : Matrix (n ⊕ n) (n ⊕ n) ℂ)}
  mul_mem' := fun hA hB => ParticleHole.mul hA hB
  one_mem' := by
    change blockSwap n * (1 : Matrix (n ⊕ n) (n ⊕ n) ℂ).map (starRingEnd ℂ)
      * blockSwap n = 1
    rw [Matrix.map_one _ (_root_.map_zero _) (_root_.map_one _), mul_one, blockSwap_sq]
  inv_mem' := fun hA => ParticleHole.adjoint hA

/-- A unitary `W` is a Bogoliubov transformation exactly when it preserves the
anticommutator form, `Wᵀ S W = S`. -/
theorem mem_iff_preserves_form (W : unitaryGroup (n ⊕ n) ℂ) :
    W ∈ bogoliubovGroup n ↔ (W.1)ᵀ * blockSwap n * W.1 = blockSwap n := by
  have h1 : (W.1)ᵀ * W.1.map (starRingEnd ℂ) = 1 := by
    have h := congrArg transpose (mem_unitaryGroup_iff'.mp W.2)
    rw [star_eq_conjTranspose, transpose_mul, transpose_one] at h
    exact h
  have h2 : W.1.map (starRingEnd ℂ) * (W.1)ᵀ = 1 := mul_eq_one_comm.mp h1
  constructor
  · intro hW
    have h : blockSwap n * W.1.map (starRingEnd ℂ) * blockSwap n = W.1 := hW
    calc (W.1)ᵀ * blockSwap n * W.1
        = (W.1)ᵀ * blockSwap n
            * (blockSwap n * W.1.map (starRingEnd ℂ) * blockSwap n) := by rw [h]
      _ = (W.1)ᵀ * (blockSwap n * blockSwap n) * W.1.map (starRingEnd ℂ)
            * blockSwap n := by simp only [mul_assoc]
      _ = blockSwap n := by rw [blockSwap_sq, mul_one, h1, one_mul]
  · intro h
    change blockSwap n * W.1.map (starRingEnd ℂ) * blockSwap n = W.1
    calc blockSwap n * W.1.map (starRingEnd ℂ) * blockSwap n
        = blockSwap n * W.1.map (starRingEnd ℂ)
            * ((W.1)ᵀ * blockSwap n * W.1) := by rw [h]
      _ = blockSwap n * (W.1.map (starRingEnd ℂ) * (W.1)ᵀ) * blockSwap n * W.1 := by
          simp only [mul_assoc]
      _ = W.1 := by rw [h2, mul_one, blockSwap_sq, one_mul]

/-- Every fermionic Bogoliubov transformation has determinant `+1` or `-1`. -/
theorem det_eq_one_or_neg_one (W : unitaryGroup (n ⊕ n) ℂ) (hW : W ∈ bogoliubovGroup n) :
    W.1.det = 1 ∨ W.1.det = -1 := by
  have h := congrArg det ((mem_iff_preserves_form W).mp hW)
  have hs := congrArg det (blockSwap_sq (n := n))
  rw [det_mul, det_mul, det_transpose] at h
  rw [det_mul, det_one] at hs
  apply mul_self_eq_one_iff.mp
  linear_combination (blockSwap n).det * h - (W.1.det * W.1.det - 1) * hs

/-- The projector onto the modes in the set `s`. -/
def modeProjector (s : Finset n) : Matrix n n ℂ :=
  diagonal fun i => if i ∈ s then 1 else 0

/-- Projecting twice onto the same modes is the same as projecting once. -/
theorem modeProjector_sq (s : Finset n) :
    modeProjector s * modeProjector s = modeProjector s := by
  rw [modeProjector, diagonal_mul_diagonal]
  congr 1
  funext i
  by_cases h : i ∈ s <;> simp [h]

/-- The unitary that exchanges creation and annihilation operators on the modes in `s`
and leaves the other modes alone. -/
def modeExchange (s : Finset n) : unitaryGroup (n ⊕ n) ℂ :=
  ⟨fromBlocks (1 - modeProjector s) (modeProjector s)
      (modeProjector s) (1 - modeProjector s), by
    have hH : (modeProjector s)ᴴ = modeProjector s := by
      rw [modeProjector, diagonal_conjTranspose]
      congr 1
      funext i
      by_cases h : i ∈ s <;> simp [h]
    rw [mem_unitaryGroup_iff, star_eq_conjTranspose, fromBlocks_conjTranspose,
      conjTranspose_sub, conjTranspose_one, hH, fromBlocks_multiply, ← fromBlocks_one]
    congr 1 <;>
    · simp only [Matrix.sub_mul, Matrix.mul_sub, Matrix.one_mul, Matrix.mul_one,
        modeProjector_sq]
      abel⟩

/-- Exchanging creation and annihilation operators on the modes in `s` is a Bogoliubov
transformation, with determinant `(-1)` to the number of exchanged modes. -/
theorem modeExchange_mem_and_det (s : Finset n) :
    modeExchange s ∈ bogoliubovGroup n ∧ (modeExchange s).1.det = (-1) ^ s.card := by
  constructor
  · rw [mem_iff_preserves_form]
    have hT : (modeProjector s)ᵀ = modeProjector s := diagonal_transpose _
    simp only [modeExchange, blockSwap, fromBlocks_transpose, transpose_sub, transpose_one,
      hT, fromBlocks_multiply, Matrix.mul_zero, Matrix.mul_one, zero_add, add_zero]
    congr 1 <;>
    · simp only [Matrix.sub_mul, Matrix.mul_sub, Matrix.one_mul, Matrix.mul_one,
        modeProjector_sq]
      abel
  · -- block elimination leaves a triangular matrix
    have h : fromBlocks 1 1 0 1 * (modeExchange s).1 * fromBlocks 1 (-1) 0 1
        = fromBlocks 1 0 (modeProjector s) (1 - modeProjector s - modeProjector s) := by
      simp only [modeExchange, fromBlocks_multiply, Matrix.one_mul, Matrix.mul_one,
        Matrix.zero_mul, Matrix.mul_zero, Matrix.mul_neg, zero_add, add_zero]
      congr 1 <;> abel
    have hd : 1 - modeProjector s - modeProjector s
        = diagonal fun i => if i ∈ s then (-1 : ℂ) else 1 := by
      ext i j
      by_cases hij : i = j
      · subst hij
        by_cases hi : i ∈ s <;> simp [modeProjector, hi]
      · simp [modeProjector, hij]
    have h' := congrArg det h
    rw [det_mul, det_mul, det_fromBlocks_zero₂₁, det_fromBlocks_zero₂₁,
      det_fromBlocks_zero₁₂, hd, det_diagonal, Finset.prod_ite_mem, Finset.univ_inter,
      Finset.prod_const] at h'
    simpa only [det_one, one_mul, mul_one] using h'

/-- The Majorana matrix is unitary up to normalisation: `Ω Ωᴴ = 2`. -/
theorem majorana_mul_adjoint : majorana n * (majorana n)ᴴ = (2 : ℂ) • 1 := by
  rw [majorana, fromBlocks_conjTranspose, fromBlocks_multiply, ← fromBlocks_one,
    fromBlocks_smul]
  congr 1 <;>
  · simp only [conjTranspose_smul, conjTranspose_one, Matrix.mul_smul,
      Matrix.mul_one, smul_smul, star_neg, Complex.star_def,
      Complex.conj_I, neg_neg, neg_mul, mul_neg, Complex.I_mul_I]
    module

/-- A matrix obeys the particle-hole constraint exactly when it acts on the Majorana
operators through a real matrix `R`. -/
theorem particleHole_iff_real (W : Matrix (n ⊕ n) (n ⊕ n) ℂ) :
    ParticleHole W ↔ ∃ R : Matrix (n ⊕ n) (n ⊕ n) ℝ,
      majorana n * W = R.map Complex.ofRealHom * majorana n := by
  have hc : (majorana n).map (starRingEnd ℂ) = majorana n * blockSwap n := by
    rw [majorana, blockSwap, fromBlocks_map, fromBlocks_multiply]
    congr 1 <;> ext i j <;> by_cases h : i = j <;> simp [h]
  obtain ⟨T, hT⟩ : ∃ T, majorana n * T = 1 := ⟨(1 / 2 : ℂ) • (majorana n)ᴴ, by
    rw [Matrix.mul_smul, majorana_mul_adjoint, smul_smul]
    norm_num⟩
  have hT' : T * majorana n = 1 := mul_eq_one_comm.mp hT
  -- conjugating `M Ω = Ω W` replaces `M` by `conj M` and `W` by `S conj(W) S`
  have key : ∀ M : Matrix (n ⊕ n) (n ⊕ n) ℂ, M * majorana n = majorana n * W →
      M.map (starRingEnd ℂ) * majorana n
        = majorana n * (blockSwap n * W.map (starRingEnd ℂ) * blockSwap n) := by
    intro M hM
    have h := congrArg
      (fun X : Matrix (n ⊕ n) (n ⊕ n) ℂ => X.map (starRingEnd ℂ)) hM
    simp only [Matrix.map_mul, hc] at h
    calc M.map (starRingEnd ℂ) * majorana n
        = M.map (starRingEnd ℂ) * (majorana n * blockSwap n) * blockSwap n := by
          simp only [mul_assoc, blockSwap_sq, mul_one]
      _ = majorana n * blockSwap n * W.map (starRingEnd ℂ) * blockSwap n := by rw [h]
      _ = _ := by simp only [mul_assoc]
  constructor
  · intro hW
    obtain ⟨M, hM⟩ : ∃ M, M * majorana n = majorana n * W :=
      ⟨majorana n * W * T, by rw [mul_assoc, hT', mul_one]⟩
    have e := key M hM
    rw [show blockSwap n * W.map (starRingEnd ℂ) * blockSwap n = W from hW, ← hM] at e
    have hreal : M.map (starRingEnd ℂ) = M := by
      have h := congrArg (fun X => X * T) e
      simpa only [mul_assoc, hT, mul_one] using h
    have hre : (M.map Complex.re).map Complex.ofRealHom = M := by
      ext i j
      exact Complex.conj_eq_iff_re.mp (congrFun (congrFun hreal i) j)
    exact ⟨M.map Complex.re, by rw [hre, hM]⟩
  · rintro ⟨R, hR⟩
    have hreal : (R.map Complex.ofRealHom).map (starRingEnd ℂ)
        = R.map Complex.ofRealHom := by
      ext i j
      simp
    have e := key _ hR.symm
    rw [hreal, ← hR] at e
    have h := congrArg (fun X => T * X) e
    simp only [← mul_assoc, hT', one_mul] at h
    exact h.symm

end

end BogoliubovGroup
```

```lean
#print axioms BogoliubovGroup.mem_iff_preserves_form
#print axioms BogoliubovGroup.det_eq_one_or_neg_one
#print axioms BogoliubovGroup.modeExchange_mem_and_det
#print axioms BogoliubovGroup.particleHole_iff_real
```

```
'BogoliubovGroup.mem_iff_preserves_form' depends on axioms: [propext, Classical.choice, Quot.sound]
'BogoliubovGroup.det_eq_one_or_neg_one' depends on axioms: [propext, Classical.choice, Quot.sound]
'BogoliubovGroup.modeExchange_mem_and_det' depends on axioms: [propext, Classical.choice, Quot.sound]
'BogoliubovGroup.particleHole_iff_real' depends on axioms: [propext, Classical.choice, Quot.sound]
```

## The constraint on a Nambu vector

Let n be a finite set of modes with annihilation operators cᵢ. Stack the annihilation operators on top of the creation operators to form the Nambu vector Ψ = (c, c†). Below, block matrices are written row by row, with a semicolon between rows, so that

S = (0, 1; 1, 0).

A linear change of operators is Ψ' = W Ψ. The lower half of Ψ' must consist of the adjoints of the upper half. Taking the adjoint of each component of Ψ gives S Ψ, so taking it of each component of W Ψ gives conj(W) S Ψ, where conj(W) is the entrywise complex conjugate. This has to equal S W Ψ. Multiplying by S from the left and using S² = 1 gives

S conj(W) S = W.

In blocks this says that W = (U, V; conj(V), conj(U)). Unitarity of W then preserves the anticommutators between the components of Ψ and their adjoints.

With one mode, U and V are numbers u and v, and unitarity requires |u|² + |v|² = 1 and 2uv = 0. Either v = 0 and W only changes the phase of c, with determinant |u|² = 1, or u = 0 and W exchanges c and c† up to a phase, with determinant −|v|² = −1. Mixing with both amplitudes nonzero, as in a BCS pair, needs at least two modes.

## What the Lean statements say

The type `n` labels the modes, and `n ⊕ n` labels the components of the Nambu vector, particles first. `blockSwap n` is S, and `W.map (starRingEnd ℂ)` is conj(W). The predicate `ParticleHole W` is the constraint alone, without unitarity.

`bogoliubovGroup n` is a `Subgroup` of `unitaryGroup (n ⊕ n) ℂ`, so its definition includes proofs that it contains the identity and is closed under products and inverses. For an element `W` of the unitary group, `W.1` is the underlying matrix. `det_eq_one_or_neg_one` says that this matrix has determinant 1 or −1 whenever `W` belongs to the subgroup. With no modes at all, the only matrix is the empty one, with determinant 1.

`modeExchange_mem_and_det` takes any finite set `s` of modes and says that the exchange on `s` lies in the group and has determinant (−1)^|s|. The empty set gives +1 and a single mode gives −1.

`particleHole_iff_real` describes the constraint in terms of the Majorana operators c + c† and −i(c − c†). They are collected in Ω Ψ, with

Ω = (1, 1; −i, i).

In this normalisation each Majorana operator squares to 1. The theorem says that W, unitary or not, obeys the constraint exactly when Ω W = R Ω for some real matrix R.

In mean-field superconductivity with a quadratic Hamiltonian on finitely many modes, the determinant of W tells whether the quasiparticle vacuum has the same fermion parity as the original vacuum (+1) or the opposite one (−1). When W is unitary, R is orthogonal, because Ω/√2 is unitary, and R has the same determinant as W; the sign therefore separates proper rotations of the Majorana operators from those that include a reflection. The file works with matrices and builds no Fock space, so the parity interpretation and the orthogonality of R rest on this paragraph and not on a theorem in it.

## Closure under products and inverses

If A and B obey the constraint, insert S² = 1 between the conjugated factors:

S conj(AB) S = (S conj(A) S)(S conj(B) S) = AB.

This is `ParticleHole.mul`, whose `calc` block makes the same insertion. For inverses, take the adjoint of S conj(W) S = W. Since S is its own adjoint, and since conjugation and adjoint commute,

S conj(Wᴴ) S = Wᴴ.

This is `ParticleHole.adjoint`. In the unitary group the inverse is the adjoint, so the lemma supplies `inv_mem'` directly. The identity obeys the constraint because S² = 1.

## From the constraint to the determinant

For unitary W, the transpose of Wᴴ W = 1 reads Wᵀ conj(W) = 1, and hence also conj(W) Wᵀ = 1. These are `h1` and `h2` in `mem_iff_preserves_form`. If W obeys the constraint, replace the last W below by S conj(W) S:

Wᵀ S W = Wᵀ S S conj(W) S = Wᵀ conj(W) S = S.

Conversely, if Wᵀ S W = S, replace the last S:

S conj(W) S = S conj(W) Wᵀ S W = S S W = W.

So for unitary matrices the constraint is the same as Wᵀ S W = S. The physical content is that the anticommutators between the components of Ψ form the matrix S, and those between the components of W Ψ form W S Wᵀ. This equals S exactly when Wᵀ S W = S, because both equations say that S Wᵀ S is the inverse of W.

Taking determinants gives

(det W)² det S = det S.

Also (det S)² = 1, because S² = 1. Multiplying the first equation by det S leaves (det W)² = 1, so det W is 1 or −1. In `det_eq_one_or_neg_one`, `linear_combination` combines the two determinant equations in this way, and `mul_self_eq_one_iff` gives the two cases.

## Exchanging particles and holes on selected modes

Let P be the diagonal projector onto the modes in s, which is `modeProjector s`. The exchange is

X = (1 − P, P; P, 1 − P).

It is real and symmetric. From P² = P one gets (1 − P)² + P² = 1 and P(1 − P) = 0. These identities give both X Xᴴ = 1 and Xᵀ S X = S. In the code, `congr 1` splits each matrix equation into its blocks, `modeProjector_sq` replaces P² by P, and `abel` collects the terms.

For the determinant, add the lower block row to the upper one, then subtract the first block column from the second:

(1, 1; 0, 1) X (1, −1; 0, 1) = (1, 0; P, 1 − 2P).

The two outer factors have determinant 1, so det X = det(1 − 2P). This last matrix is diagonal, with −1 on the modes in s and 1 elsewhere, and its determinant is (−1)^|s|. The equation `h` records the elimination, and `hd` identifies the diagonal matrix.

## Why W acts on the Majorana operators through a real matrix

Two identities follow by multiplying blocks:

conj(Ω) = Ω S,

Ω Ωᴴ = 2.

The second is `majorana_mul_adjoint`. It shows that Ω has the inverse T = Ωᴴ/2, so M = Ω W T satisfies M Ω = Ω W. Conjugating this equation and using the first identity gives

conj(M) Ω S = Ω S conj(W).

Multiplication by S from the right then yields

conj(M) Ω = Ω S conj(W) S.

This is the step called `key` in `particleHole_iff_real`. If W obeys the constraint, the right side is Ω W = M Ω, and cancelling Ω gives conj(M) = M. The entries of M are therefore real, and their real parts form the required R.

In the other direction, suppose that Ω W = R Ω with R real. Then `key` applies with M = R, and since conj(R) = R,

Ω W = R Ω = Ω S conj(W) S.

Cancelling Ω from the left, which the code does by multiplying by T, returns the constraint on W.
